# The characteristic polynomial of an open chain with unitary spin-orbit links is the square of the spin-free one

A: Take an open chain of N sites with real, spin-independent site energies e_j and nearest-neighbour hopping blocks t_j U_j, where t_j is real and U_j is a unitary 2×2 matrix. Its characteristic polynomial is the square of that of the spinless chain with the same e_j and t_j, so every level keeps its energy and has twice the multiplicity. On a ring of N ≥ 3 sites with nonzero hoppings, site-local unitary transformations of the spin can turn all the U_j into 1 exactly when their ordered product is 1.

Q: I doubt the first claim. Rashba coupling changes the bandwidth of a wire. Where has that effect gone?

A: Into t_j. With one orbital per site and time-reversal symmetry, a hopping block has the form a + i b·σ, with a real number a, a real vector b and the Pauli matrices σ. This equals t U, with U in SU(2) and

t = √(a² + |b|²).

The spinless chain used for comparison has hopping t, not a. The unitary factor is the spin precession during a hop. General unitary links also allow an ordinary phase, such as one from a magnetic field. The model is non-interacting and has no Zeeman term.

In the code, `Spin` is the type of 2×2 blocks, `spinlessChain` is an N×N complex matrix, and `openChain` has spin blocks as entries. The block in row j and column j + 1 is t_j U_j, and the block in row j + 1 and column j carries the adjoint `(U j)ᴴ`, which makes the Hamiltonian Hermitian. "Forward" and "backward" below refer to reading a block from row to column. Acting on a column of amplitudes, t_j U_j moves an electron from site j + 1 to site j, so a spin rotation given for the move from j to j + 1 enters as U_j†.

In Lean 4 with Mathlib:

```lean
import Mathlib

open Matrix Polynomial

namespace SpinOrbitLoops

noncomputable section

/-- Operators on the spin space of one site: complex 2 by 2 matrices. -/
abbrev Spin := Matrix (Fin 2) (Fin 2) ℂ

/-- The spin-free open chain with on-site energies `e j` and hopping `t j` between
sites `j` and `j + 1`. -/
def spinlessChain (N : ℕ) (e t : ℕ → ℝ) : Matrix (Fin N) (Fin N) ℂ :=
  Matrix.of fun i j =>
    if (i : ℕ) = (j : ℕ) then (e i : ℂ)
    else if (i : ℕ) + 1 = (j : ℕ) then (t i : ℂ)
    else if (j : ℕ) + 1 = (i : ℕ) then (t j : ℂ) else 0

/-- The open chain with spin-orbit hopping `t j • U j` between sites `j` and `j + 1`,
written as a site matrix of spin blocks. -/
def openChain (N : ℕ) (e t : ℕ → ℝ) (U : ℕ → Spin) : Matrix (Fin N) (Fin N) Spin :=
  Matrix.of fun i j =>
    if (i : ℕ) = (j : ℕ) then (e i : ℂ) • (1 : Spin)
    else if (i : ℕ) + 1 = (j : ℕ) then (t i : ℂ) • U i
    else if (j : ℕ) + 1 = (i : ℕ) then (t j : ℂ) • (U j)ᴴ else 0
```

Q: And the ring?

A: It adds one bond from site N − 1 back to site 0, with block t_(N−1) U_(N−1). The open chain uses links 0 to N − 2, and the ring uses one more. The sequences `e`, `t` and `U` are indexed by all natural numbers, but values beyond these play no part in the Hamiltonians.

```lean
/-- For `N ≥ 2`, the bond that joins the last site `N - 1` to site `0`, with its Hermitian
conjugate. -/
def closingBond (N : ℕ) (t : ℕ → ℝ) (U : ℕ → Spin) : Matrix (Fin N) (Fin N) Spin :=
  Matrix.of fun i j =>
    if (i : ℕ) + 1 = N ∧ (j : ℕ) = 0 then (t i : ℂ) • U i
    else if (j : ℕ) + 1 = N ∧ (i : ℕ) = 0 then (t j : ℂ) • (U j)ᴴ else 0

/-- The ring: the open chain together with the closing bond. -/
def closedRing (N : ℕ) (e t : ℕ → ℝ) (U : ℕ → Spin) : Matrix (Fin N) (Fin N) Spin :=
  openChain N e t U + closingBond N t U
```

The ordered product of the first n links is

P_0 = 1, P_(n+1) = P_n U_n.

Thus P_n = U_0 U_1 … U_(n−1), and the loop product is W = P_N. The order matters because the links need not commute.

```lean
/-- The ordered product `U 0 * U 1 * ... * U (n - 1)` of the first `n` links. -/
def path (U : ℕ → Spin) : ℕ → Spin
  | 0 => 1
  | n + 1 => path U n * U n
```

Q: Your Hamiltonian is a matrix of matrices. Is its characteristic polynomial really that of the 2N×2N problem I would diagonalise?

A: Yes. `flatten` reads the block matrix as a complex matrix whose rows and columns are labelled by a site and a spin component, and the polynomial is taken of that matrix. The lemma `flatten_mul` says that block multiplication agrees with ordinary multiplication, since summing over intermediate sites and then spins is summing over all intermediate orbitals.

```lean
/-- A site matrix of spin blocks read as a complex matrix on the site-spin orbitals. -/
def flatten {N : ℕ} (A : Matrix (Fin N) (Fin N) Spin) :
    Matrix (Fin N × Fin 2) (Fin N × Fin 2) ℂ :=
  Matrix.of fun p q => A p.1 q.1 p.2 q.2

/-- Products of block matrices agree with products on the site-spin orbitals. -/
theorem flatten_mul {N : ℕ} (A B : Matrix (Fin N) (Fin N) Spin) :
    flatten (A * B) = flatten A * flatten B := by
  ext ⟨i, a⟩ ⟨j, b⟩
  simp [flatten, Matrix.mul_apply, Fintype.sum_prod_type, Matrix.sum_apply]
```

Q: Then show me the rotation that removes the links from the open chain.

A: Let H be the chain with links U_j, H₁ the chain with all links equal to 1, and D the block-diagonal matrix with P_j on site j. The claim is

H = D† H₁ D.

On site j the right-hand side gives P_j† e_j P_j = e_j. On a forward bond it gives

P_j† t_j P_(j+1) = t_j P_j† P_j U_j = t_j U_j,

and the backward bond is the adjoint of this. All other blocks vanish on both sides.

The only input is P_j† P_j = 1, which `path_unitary` obtains by induction: a product of unitary matrices is unitary. In `openChain_gauge`, `split_ifs` separates the same four cases: site, forward hop, backward hop and zero.

```lean
/-- The ordered product of unitary links is unitary. -/
theorem path_unitary {U : ℕ → Spin} (hU : ∀ j, U j ∈ unitaryGroup (Fin 2) ℂ) (n : ℕ) :
    (path U n)ᴴ * path U n = 1 ∧ path U n * (path U n)ᴴ = 1 := by
  have h : path U n ∈ unitaryGroup (Fin 2) ℂ := by
    induction n with
    | zero => exact one_mem _
    | succ n ih => exact mul_mem ih (hU n)
  exact ⟨mem_unitaryGroup_iff'.1 h, mem_unitaryGroup_iff.1 h⟩

/-- Site-local unitary transformations by the path products turn the open chain with unitary links
into the chain whose links are all the identity. -/
theorem openChain_gauge {U : ℕ → Spin} (hU : ∀ j, U j ∈ unitaryGroup (Fin 2) ℂ)
    (N : ℕ) (e t : ℕ → ℝ) :
    openChain N e t U = diagonal (fun i : Fin N => (path U i)ᴴ) *
      openChain N e t (fun _ => 1) * diagonal (fun i : Fin N => path U i) := by
  have hP := fun n => (path_unitary hU n).1
  refine Matrix.ext fun i j => ?_
  rw [Matrix.mul_diagonal, Matrix.diagonal_mul]
  simp only [openChain, Matrix.of_apply]
  split_ifs with h1 h2 h3
  · rw [h1, mul_smul_comm, smul_mul_assoc, mul_one, hP]
  · -- a forward hop: the path grows by one link
    rw [← h2, mul_smul_comm, smul_mul_assoc, mul_one, path, ← mul_assoc, hP, one_mul]
  · -- the conjugate hop
    rw [← h3, conjTranspose_one, mul_smul_comm, smul_mul_assoc, mul_one, path,
      conjTranspose_mul, mul_assoc, hP, mul_one]
  · rw [mul_zero, zero_mul]
```

Q: Why does that give a square, and not merely a doubly degenerate-looking spectrum?

A: Let h be the spinless chain. With identity links, H₁ = h ⊗ 1₂, where 1₂ is the identity on spin. Hence

X − H₁ = (X − h) ⊗ 1₂,

det(X − H₁) = det(X − h)² · det(1₂)^N = det(X − h)².

In `charpoly_identity_links`, `hs` identifies the blocks, `hk` is the Kronecker form of the characteristic matrix, and `det_kronecker` evaluates the determinant.

For general links, AB and BA have the same characteristic polynomial when A and B are square. Taking A = D† H₁ and B = D turns D† H₁ D into D D† H₁ = H₁. This is the `charpoly_mul_comm` step in the main theorem, with `hD` supplying D D† = 1.

```lean
/-- With all links equal to the identity, the characteristic polynomial is the square of the
spin-free characteristic polynomial. -/
theorem charpoly_identity_links (N : ℕ) (e t : ℕ → ℝ) :
    (flatten (openChain N e t (fun _ => 1))).charpoly =
      (spinlessChain N e t).charpoly ^ 2 := by
  have hs : ∀ i j, openChain N e t (fun _ => 1) i j =
      spinlessChain N e t i j • (1 : Spin) := by
    intro i j
    simp only [openChain, spinlessChain, Matrix.of_apply, conjTranspose_one]
    split_ifs <;> simp
  have hk : charmatrix (flatten (openChain N e t (fun _ => 1))) =
      kroneckerMap (fun x y => x * y) (charmatrix (spinlessChain N e t))
        (1 : Matrix (Fin 2) (Fin 2) ℂ[X]) := by
    ext1 ⟨i, a⟩ ⟨j, b⟩
    simp only [charmatrix_apply, flatten, Matrix.of_apply, kroneckerMap_apply, hs,
      Matrix.diagonal_apply, Matrix.smul_apply, Matrix.one_apply, Prod.mk.injEq]
    by_cases h1 : i = j <;> by_cases h2 : a = b <;> simp [h1, h2]
  rw [Matrix.charpoly, hk, det_kronecker, det_one, one_pow, mul_one, Fintype.card_fin,
    Matrix.charpoly]

/-- The characteristic polynomial of an open chain with unitary spin-orbit links is the
square of the spin-free one. -/
theorem openChain_charpoly {U : ℕ → Spin} (hU : ∀ j, U j ∈ unitaryGroup (Fin 2) ℂ)
    (N : ℕ) (e t : ℕ → ℝ) :
    (flatten (openChain N e t U)).charpoly = (spinlessChain N e t).charpoly ^ 2 := by
  have hD : diagonal (fun i : Fin N => path U i) *
      diagonal (fun i : Fin N => (path U i)ᴴ) = 1 := by
    rw [diagonal_mul_diagonal]
    simp [fun n => (path_unitary hU n).2]
  -- rotate the spins, then cancel the rotation under the characteristic polynomial
  rw [openChain_gauge hU, flatten_mul, charpoly_mul_comm, ← flatten_mul, ← mul_assoc, hD,
    one_mul, charpoly_identity_links]
```

So, for a non-interacting open chain of this form, the energies can be computed from an N×N matrix without spin.

Q: On a ring, the same rotation must fail somewhere.

A: It can fail only at the closing bond. Two lemmas first read off the ring's blocks. For N ≥ 3 the closing bond joins a pair of sites that the chain has not already joined, so each link sits alone in its block.

```lean
/-- In a ring of at least three sites, the block between neighbours `k` and `k + 1` is
`t k • U k`. -/
theorem ring_bond {N : ℕ} (hN : 3 ≤ N) {e t : ℕ → ℝ} {U : ℕ → Spin} {k : ℕ}
    (hk : k + 1 < N) :
    closedRing N e t U ⟨k, by omega⟩ ⟨k + 1, hk⟩ = (t k : ℂ) • U k := by
  simp only [closedRing, openChain, closingBond, Matrix.add_apply, Matrix.of_apply]
  split_ifs <;> first | omega | simp

/-- In a ring of at least three sites, the block between the last site `k` and site `0` is
`t k • U k`. -/
theorem ring_last_bond {N : ℕ} (hN : 3 ≤ N) {e t : ℕ → ℝ} {U : ℕ → Spin} {k : ℕ}
    (hk : k + 1 = N) :
    closedRing N e t U ⟨k, by omega⟩ ⟨0, by omega⟩ = (t k : ℂ) • U k := by
  simp only [closedRing, openChain, closingBond, Matrix.add_apply, Matrix.of_apply]
  split_ifs <;> first | omega | contradiction | simp_all
```

Suppose unitary rotations G_k remove the links. Comparing blocks and dividing by t_k ≠ 0 gives

U_k = G_k G_(k+1)† for k + 1 < N,

U_(N−1) = G_(N−1) G_0†.

By induction, P_k = G_0 G_k† for k < N, because each new link cancels the preceding G_k† against G_k. The last link then gives

W = G_0 G_(N−1)† G_(N−1) G_0† = 1.

Conversely, suppose W = 1. Choose G_k = P_k†. This already handles the open part. Since P_(N−1) U_(N−1) = 1, the last link is U_(N−1) = P_(N−1)†, which is exactly what the rotation produces on the closing bond, because P_0 = 1.

In the theorem, "removable" means that some `G` with unitary values relates the ring to the ring with identity links. The steps `hlink`, `hlast` and `hpath` are the two link formulas and the telescoping product, and `hUk` is the formula for the last link in the converse.

```lean
/-- On a ring of at least three sites with nonzero hoppings and unitary links, site-local unitary
transformations can turn every link into the identity exactly when the ordered product of all links
is the identity. -/
theorem ring_removable_iff {N : ℕ} (hN : 3 ≤ N) (e : ℕ → ℝ) {t : ℕ → ℝ}
    (ht : ∀ k < N, t k ≠ 0) {U : ℕ → Spin} (hU : ∀ j, U j ∈ unitaryGroup (Fin 2) ℂ) :
    (∃ G : ℕ → Spin, (∀ i, G i ∈ unitaryGroup (Fin 2) ℂ) ∧
      closedRing N e t U = diagonal (fun i : Fin N => G i) *
        closedRing N e t (fun _ => 1) * diagonal (fun i : Fin N => (G i)ᴴ)) ↔
      path U N = 1 := by
  constructor
  · rintro ⟨G, hG, h⟩
    have hG1 : ∀ i, G i * (G i)ᴴ = 1 := fun i => mem_unitaryGroup_iff.1 (hG i)
    have hG2 : ∀ i, (G i)ᴴ * G i = 1 := fun i => mem_unitaryGroup_iff'.1 (hG i)
    -- each link is a ratio of neighbouring rotations
    have hlink : ∀ k, k + 1 < N → U k = G k * (G (k + 1))ᴴ := by
      intro k hk
      have hc : (t k : ℂ) ≠ 0 := by exact_mod_cast ht k (by omega)
      have h1 := congrFun (congrFun h ⟨k, by omega⟩) ⟨k + 1, hk⟩
      rw [Matrix.mul_diagonal, Matrix.diagonal_mul, ring_bond hN hk, ring_bond hN hk] at h1
      simp only [mul_smul_comm, smul_mul_assoc, mul_one] at h1
      rw [← inv_smul_smul₀ hc (U k), h1, inv_smul_smul₀ hc]
    have hlast : ∀ k, k + 1 = N → U k = G k * (G 0)ᴴ := by
      intro k hk
      have hc : (t k : ℂ) ≠ 0 := by exact_mod_cast ht k (by omega)
      have h1 := congrFun (congrFun h ⟨k, by omega⟩) ⟨0, by omega⟩
      rw [Matrix.mul_diagonal, Matrix.diagonal_mul, ring_last_bond hN hk,
        ring_last_bond hN hk] at h1
      simp only [mul_smul_comm, smul_mul_assoc, mul_one] at h1
      rw [← inv_smul_smul₀ hc (U k), h1, inv_smul_smul₀ hc]
    -- the ordered product telescopes
    have hpath : ∀ k, k < N → path U k = G 0 * (G k)ᴴ := by
      intro k
      induction k with
      | zero => intro _; rw [path, hG1]
      | succ k ih =>
        intro hk
        rw [path, ih (by omega), hlink k hk, mul_assoc, ← mul_assoc (G k)ᴴ, hG2, one_mul]
    obtain ⟨m, rfl⟩ : ∃ m, N = m + 1 := ⟨N - 1, by omega⟩
    rw [path, hpath m (by omega), hlast m rfl, mul_assoc, ← mul_assoc (G m)ᴴ, hG2,
      one_mul, hG1]
  · intro hW
    -- a trivial loop product fixes the last link
    have hUk : ∀ k, k + 1 = N → U k = (path U k)ᴴ := by
      intro k hk
      have h1 : path U k * U k = 1 := by rw [← hk] at hW; exact hW
      calc U k = (path U k)ᴴ * (path U k * U k) := by
            rw [← mul_assoc, (path_unitary hU k).1, one_mul]
        _ = (path U k)ᴴ := by rw [h1, mul_one]
    refine ⟨fun i => (path U i)ᴴ, fun i => ?_, ?_⟩
    · rw [mem_unitaryGroup_iff, star_eq_conjTranspose, conjTranspose_conjTranspose]
      exact (path_unitary hU i).1
    · simp only [conjTranspose_conjTranspose]
      unfold closedRing
      rw [mul_add, add_mul, ← openChain_gauge hU N e t]
      congr 1
      refine Matrix.ext fun i j => ?_
      rw [Matrix.mul_diagonal, Matrix.diagonal_mul]
      simp only [closingBond, Matrix.of_apply]
      split_ifs with h1 h2
      · rw [h1.2, hUk _ h1.1]
        simp only [path, mul_smul_comm, mul_one]
      · rw [h2.2, hUk _ h2.1]
        simp only [path, conjTranspose_one, conjTranspose_conjTranspose, mul_smul_comm,
          smul_mul_assoc, mul_one, one_mul]
      · rw [mul_zero, zero_mul]
```

Q: Do you need every hopping to be nonzero? A missing bond seems harmless.

A: A single missing bond already breaks the equivalence. Take a triangle with t_0 = t_1 = 1, t_2 = 0, U_0 = U_1 = 1 and U_2 = −1. The Hamiltonian never sees U_2, so it equals the one with identity links and G_k = 1 works. Yet W = −1. With a bond cut, the product records a link that no electron crosses.

Q: Being unable to rotate something away is a statement about matrices. Does W ever show up in the energies?

A: It does in a triangle with zero site energies. The trace of H³ is the sum of the cubes of the energies, and it counts closed walks of three hops. There are three starting sites and two directions. By cyclicity of the trace, each walk in one direction contributes t_0 t_1 t_2 tr W, and each in the other contributes t_0 t_1 t_2 tr W†. Therefore

tr H³ = 3 t_0 t_1 t_2 (tr W + tr W†).

For links in SU(2), W has eigenvalues exp(±iφ), and the right-hand side becomes 12 t_0 t_1 t_2 cos φ. The angle φ acts as a flux through the triangle, with opposite signs for the two spin eigenstates of W.

The theorem `triangle_third_moment` states the trace formula for arbitrary 2×2 links, without assuming unitarity. Its proof writes out the 3×3 block matrix in `hH`, reduces the trace to the diagonal blocks in `htr`, expands the products and compares the two sides with `ring`. It gives one moment of one small ring; the full characteristic polynomial of a ring is not derived here.

```lean
/-- For a triangle with zero on-site energies, the third spectral moment depends on the
links only through the trace of their ordered product and that of its adjoint. -/
theorem triangle_third_moment (t : ℕ → ℝ) (U : ℕ → Spin) :
    (flatten (closedRing 3 (fun _ => 0) t U) ^ 3).trace =
      3 * (t 0 * t 1 * t 2 : ℂ) * ((path U 3).trace + ((path U 3)ᴴ).trace) := by
  have hH : closedRing 3 (fun _ => 0) t U =
      !![0, (t 0 : ℂ) • U 0, (t 2 : ℂ) • (U 2)ᴴ;
         (t 0 : ℂ) • (U 0)ᴴ, 0, (t 1 : ℂ) • U 1;
         (t 2 : ℂ) • U 2, (t 1 : ℂ) • (U 1)ᴴ, 0] := by
    refine Matrix.ext fun i j => ?_
    fin_cases i <;> fin_cases j <;> simp [closedRing, openChain, closingBond]
  have htr : ∀ A : Matrix (Fin 3) (Fin 3) Spin,
      (flatten A).trace = ∑ i, (A i i).trace := by
    intro A
    simp [Matrix.trace, flatten, Fintype.sum_prod_type]
  rw [hH, pow_three, ← flatten_mul, ← flatten_mul, htr, Fin.sum_univ_three]
  simp [path, Matrix.mul_apply, Fin.sum_univ_succ, Matrix.trace_fin_two]
  ring

end

end SpinOrbitLoops
```

```lean
#print axioms SpinOrbitLoops.openChain_charpoly
#print axioms SpinOrbitLoops.ring_removable_iff
#print axioms SpinOrbitLoops.triangle_third_moment
```

```
'SpinOrbitLoops.openChain_charpoly' depends on axioms: [propext, Classical.choice, Quot.sound]
'SpinOrbitLoops.ring_removable_iff' depends on axioms: [propext, Classical.choice, Quot.sound]
'SpinOrbitLoops.triangle_third_moment' depends on axioms: [propext, Classical.choice, Quot.sound]
```
